# A Gaussian frequency spread makes the Dingle slope overestimate the damping

Take a sample made of two equal halves that oscillate at frequencies $F+\delta$ and $F-\delta$ in the inverse field $x=1/B$, with $\delta>0$ and no damping in either. The average signal is

$$\tfrac12\cos 2\pi(F+\delta)x+\tfrac12\cos 2\pi(F-\delta)x=\cos(2\pi\delta x)\cos(2\pi Fx).$$

Its amplitude falls as $x$ grows from zero to $1/(4\delta)$, although neither half loses any. My samples have a smooth spread of carrier density, and so of frequency. When I plot the logarithm of the amplitude against $x$ and read off a slope, how much of it is real damping, and can I separate the two?

## Damping plus a term set by the variance

For a Gaussian spread you can. Let the local frequency be $F+Z$, with $Z$ centred Gaussian of standard deviation $s$, and let every region have the same damping factor $e^{-Dx}$. Here $D$ stands for the Landau-level broadening by scattering. The averaged complex oscillation is

$$e^{-Dx}\,\mathbb E\,e^{2\pi i(F+Z)x}=e^{-Dx}e^{2\pi iFx}\,\varphi(2\pi x),\qquad \varphi(t)=\mathbb E\,e^{itZ}.$$

For $s>0$, integration by parts against the Gaussian density gives $\varphi'(t)=i\,\mathbb E[Ze^{itZ}]=-s^2t\,\varphi(t)$. With $\varphi(0)=1$ this yields $\varphi(t)=e^{-s^2t^2/2}$, which also holds for $s=0$. At $t=2\pi x$ the factor is $e^{-2\pi^2s^2x^2}$. The real part is the averaged signal,

$$e^{-Dx-2\pi^2s^2x^2}\cos(2\pi Fx),$$

and the modulus is the envelope $A(x)=e^{-Dx-2\pi^2s^2x^2}$. The negative secant slope of $\ln A$ between $x_1\ne x_2$ is

$$S_{12}=D+2\pi^2s^2\,\frac{x_2^2-x_1^2}{x_2-x_1}=D+2\pi^2s^2(x_1+x_2).$$

It exceeds $D$ when $s>0$ and $0\le x_1<x_2$. A third inverse field gives $S_{23}-S_{12}=2\pi^2s^2(x_3-x_1)$, so for three distinct points

$$s^2=\frac{S_{23}-S_{12}}{2\pi^2(x_3-x_1)},\qquad D=S_{12}-(x_1+x_2)\frac{S_{23}-S_{12}}{x_3-x_1}.$$

In the Lean file, `meanSignal` and `meanPhasor` are the averages of the cosine and of the complex oscillation. The measure `gaussianReal 0 (s ^ 2)` takes the variance as its second argument, and `s : ℝ≥0` includes the homogeneous sample $s=0$. `envelope` is defined as the modulus of `meanPhasor`, and `dingleSlope` is $S_{12}$. $D$, $F$ and $x$ are arbitrary reals; physical inverse fields are positive.

The model has one harmonic, a field-independent $F$ and the same $D$ everywhere. Thermal and other amplitude factors are taken as already divided out, and local signals simply average, with no redistribution of current. The slopes are those of the ideal envelope, without noise or errors from locating peaks.

```lean
import Mathlib

open MeasureTheory ProbabilityTheory
open scoped Real NNReal

namespace DinglePlotInhomogeneity

noncomputable section

/-- The damped oscillation `exp(-D x) cos(2π(F+Z)x)` at inverse field `x`, averaged over a
centred Gaussian frequency shift `Z` of standard deviation `s`. -/
def meanSignal (D F : ℝ) (s : ℝ≥0) (x : ℝ) : ℝ :=
  ∫ z, Real.exp (-D * x) * Real.cos (2 * π * (F + z) * x) ∂(gaussianReal 0 (s ^ 2))

/-- The complex oscillation `exp(-D x) exp(2πi(F+Z)x)`, averaged over the same Gaussian
frequency shift. -/
def meanPhasor (D F : ℝ) (s : ℝ≥0) (x : ℝ) : ℂ :=
  ∫ z : ℝ, (Real.exp (-D * x) : ℂ) *
    Complex.exp (((2 * π * (F + z) * x : ℝ) : ℂ) * Complex.I) ∂(gaussianReal 0 (s ^ 2))

/-- The oscillation envelope: the modulus of the averaged complex oscillation. -/
def envelope (D F : ℝ) (s : ℝ≥0) (x : ℝ) : ℝ := ‖meanPhasor D F s x‖

/-- The slope read off a Dingle plot between two distinct inverse fields `x₁ ≠ x₂`: the negative
secant slope of the logarithm of the envelope. -/
def dingleSlope (D F : ℝ) (s : ℝ≥0) (x₁ x₂ : ℝ) : ℝ :=
  -(Real.log (envelope D F s x₂) - Real.log (envelope D F s x₁)) / (x₂ - x₁)

/-- Gaussian averaging multiplies the complex oscillation at the mean frequency `F` by
`exp(-2π²s²x²)`. -/
theorem meanPhasor_eq (D F : ℝ) (s : ℝ≥0) (x : ℝ) :
    meanPhasor D F s x = (Real.exp (-D * x - 2 * π ^ 2 * (s : ℝ) ^ 2 * x ^ 2) : ℂ) *
      Complex.exp (((2 * π * F * x : ℝ) : ℂ) * Complex.I) := by
  -- separate the phase at the mean frequency from the random phase
  have h : ∀ z : ℝ, (Real.exp (-D * x) : ℂ) *
      Complex.exp (((2 * π * (F + z) * x : ℝ) : ℂ) * Complex.I) =
      ((Real.exp (-D * x) : ℂ) * Complex.exp (((2 * π * F * x : ℝ) : ℂ) * Complex.I)) *
        Complex.exp (((2 * π * x : ℝ) : ℂ) * (z : ℂ) * Complex.I) := by
    intro z
    rw [mul_assoc (Real.exp (-D * x) : ℂ), ← Complex.exp_add]
    congr 2
    push_cast
    ring
  unfold meanPhasor
  simp only [h]
  -- the random phase averages to the Gaussian characteristic function
  rw [integral_const_mul, ← charFun_apply_real, charFun_gaussianReal]
  simp only [Complex.ofReal_exp, ← Complex.exp_add]
  congr 1
  push_cast
  ring

/-- The averaged signal is `exp(-D x - 2π²s²x²) cos(2πFx)`: it keeps the mean frequency and for
`s > 0` acquires a damping factor whose exponent is quadratic in the inverse field. -/
theorem meanSignal_eq (D F : ℝ) (s : ℝ≥0) (x : ℝ) :
    meanSignal D F s x =
      Real.exp (-D * x - 2 * π ^ 2 * (s : ℝ) ^ 2 * x ^ 2) * Real.cos (2 * π * F * x) := by
  have hint : Integrable (fun z : ℝ => (Real.exp (-D * x) : ℂ) *
      Complex.exp (((2 * π * (F + z) * x : ℝ) : ℂ) * Complex.I))
      (gaussianReal 0 (s ^ 2)) := by
    refine Integrable.of_bound (Continuous.aestronglyMeasurable (by fun_prop))
      (Real.exp (-D * x)) (Filter.Eventually.of_forall fun z => ?_)
    rw [norm_mul, Complex.norm_exp_ofReal_mul_I, mul_one, Complex.norm_real,
      Real.norm_eq_abs, abs_of_pos (Real.exp_pos _)]
  -- the signal is the real part of the complex oscillation
  have hre : meanSignal D F s x = (meanPhasor D F s x).re := by
    have h := Complex.reCLM.integral_comp_comm hint
    simp only [Complex.reCLM_apply, Complex.re_ofReal_mul,
      Complex.exp_ofReal_mul_I_re] at h
    exact h
  rw [hre, meanPhasor_eq, Complex.re_ofReal_mul, Complex.exp_ofReal_mul_I_re]

/-- The envelope of the averaged oscillation is `exp(-D x - 2π²s²x²)`. -/
theorem envelope_eq (D F : ℝ) (s : ℝ≥0) (x : ℝ) :
    envelope D F s x = Real.exp (-D * x - 2 * π ^ 2 * (s : ℝ) ^ 2 * x ^ 2) := by
  rw [envelope, meanPhasor_eq, norm_mul, Complex.norm_exp_ofReal_mul_I, mul_one,
    Complex.norm_real, Real.norm_eq_abs, abs_of_pos (Real.exp_pos _)]

/-- Between two distinct inverse fields the Dingle slope, i.e. the negative secant slope of the
logarithm of the envelope, is `D + 2π²s²(x₁+x₂)`. -/
theorem dingleSlope_eq (D F : ℝ) (s : ℝ≥0) {x₁ x₂ : ℝ} (h : x₁ ≠ x₂) :
    dingleSlope D F s x₁ x₂ = D + 2 * π ^ 2 * (s : ℝ) ^ 2 * (x₁ + x₂) := by
  rw [dingleSlope, envelope_eq, envelope_eq, Real.log_exp, Real.log_exp,
    div_eq_iff (sub_ne_zero.mpr h.symm)]
  ring

/-- With a Gaussian frequency spread `s > 0`, the Dingle slope between inverse fields
`0 ≤ x₁ < x₂` strictly overestimates the damping `D`. -/
theorem damping_lt_dingleSlope (D F : ℝ) {s : ℝ≥0} (hs : 0 < s) {x₁ x₂ : ℝ}
    (h₁ : 0 ≤ x₁) (h₁₂ : x₁ < x₂) : D < dingleSlope D F s x₁ x₂ := by
  rw [dingleSlope_eq D F s h₁₂.ne]
  have hs' : (0 : ℝ) < s := by exact_mod_cast hs
  have hx : 0 < x₁ + x₂ := by linarith
  have hpos : 0 < 2 * π ^ 2 * (s : ℝ) ^ 2 * (x₁ + x₂) := by positivity
  linarith

/-- For `x₁ ≠ x₂` and `x₂ ≠ x₃`, the Dingle slope from `x₂` to `x₃` minus that from `x₁` to `x₂` is
`2π²s²(x₃-x₁)`. -/
theorem dingleSlope_sub (D F : ℝ) (s : ℝ≥0) {x₁ x₂ x₃ : ℝ} (h₁₂ : x₁ ≠ x₂) (h₂₃ : x₂ ≠ x₃) :
    dingleSlope D F s x₂ x₃ - dingleSlope D F s x₁ x₂ =
      2 * π ^ 2 * (s : ℝ) ^ 2 * (x₃ - x₁) := by
  rw [dingleSlope_eq D F s h₁₂, dingleSlope_eq D F s h₂₃]
  ring

/-- Three distinct inverse fields lie on a straight Dingle plot exactly when the Gaussian
frequency spread vanishes. -/
theorem straight_iff_homogeneous (D F : ℝ) (s : ℝ≥0) {x₁ x₂ x₃ : ℝ}
    (h₁₂ : x₁ ≠ x₂) (h₂₃ : x₂ ≠ x₃) (h₁₃ : x₁ ≠ x₃) :
    dingleSlope D F s x₁ x₂ = dingleSlope D F s x₂ x₃ ↔ s = 0 := by
  have hd := dingleSlope_sub D F s h₁₂ h₂₃
  constructor
  · intro h
    have h0 : 2 * π ^ 2 * (s : ℝ) ^ 2 * (x₃ - x₁) = 0 := by linarith
    by_contra hs
    have hs' : (s : ℝ) ≠ 0 := by exact_mod_cast hs
    exact mul_ne_zero (mul_ne_zero (mul_ne_zero two_ne_zero (pow_ne_zero 2 Real.pi_ne_zero))
      (pow_ne_zero 2 hs')) (sub_ne_zero.mpr h₁₃.symm) h0
  · intro h
    have hs : (s : ℝ) = 0 := by simp [h]
    rw [hs] at hd
    linarith

/-- Two adjacent Dingle slopes through three distinct inverse fields determine both the damping
`D` and the variance `s²` of the Gaussian frequency shift. -/
theorem three_point_correction (D F : ℝ) (s : ℝ≥0) {x₁ x₂ x₃ : ℝ}
    (h₁₂ : x₁ ≠ x₂) (h₂₃ : x₂ ≠ x₃) (h₁₃ : x₁ ≠ x₃) :
    D = dingleSlope D F s x₁ x₂ - (x₁ + x₂) *
        (dingleSlope D F s x₂ x₃ - dingleSlope D F s x₁ x₂) / (x₃ - x₁) ∧
    (s : ℝ) ^ 2 = (dingleSlope D F s x₂ x₃ - dingleSlope D F s x₁ x₂) /
        (2 * π ^ 2 * (x₃ - x₁)) := by
  have hne : x₃ - x₁ ≠ 0 := sub_ne_zero.mpr h₁₃.symm
  rw [dingleSlope_sub D F s h₁₂ h₂₃]
  constructor
  · -- remove the inhomogeneous part of the first slope
    have hc : (x₁ + x₂) * (2 * π ^ 2 * (s : ℝ) ^ 2 * (x₃ - x₁)) / (x₃ - x₁) =
        (x₁ + x₂) * (2 * π ^ 2 * (s : ℝ) ^ 2) := by
      rw [div_eq_iff hne]
      ring
    rw [hc, dingleSlope_eq D F s h₁₂]
    ring
  · rw [eq_div_iff (mul_ne_zero (mul_ne_zero two_ne_zero
      (pow_ne_zero 2 Real.pi_ne_zero)) hne)]
    ring

end

end DinglePlotInhomogeneity
```

```lean
#print axioms DinglePlotInhomogeneity.meanSignal_eq
#print axioms DinglePlotInhomogeneity.damping_lt_dingleSlope
#print axioms DinglePlotInhomogeneity.straight_iff_homogeneous
#print axioms DinglePlotInhomogeneity.three_point_correction
```

```
'DinglePlotInhomogeneity.meanSignal_eq' depends on axioms: [propext, Classical.choice, Quot.sound]
'DinglePlotInhomogeneity.damping_lt_dingleSlope' depends on axioms: [propext, Classical.choice, Quot.sound]
'DinglePlotInhomogeneity.straight_iff_homogeneous' depends on axioms: [propext, Classical.choice, Quot.sound]
'DinglePlotInhomogeneity.three_point_correction' depends on axioms: [propext, Classical.choice, Quot.sound]
```

In `meanPhasor_eq`, the step `h` splits off the phase at the mean frequency. `integral_const_mul` takes it out of the integral, and `charFun_gaussianReal` supplies $\varphi$, which was derived above by integration by parts.

`meanSignal_eq` takes the real part. Exchanging it with the integral requires integrability, which `hint` obtains from the constant bound $e^{-Dx}$ on the modulus. `envelope_eq` uses that a pure phase has modulus one.

The remaining results are algebra on the logarithm. `dingleSlope_eq` clears the denominator $x_2-x_1$, and `damping_lt_dingleSlope` checks that the extra term is positive. `dingleSlope_sub` subtracts adjacent slopes. From it, `straight_iff_homogeneous` concludes that the two slopes agree exactly when $s=0$, and `three_point_correction` solves for $D$ and $s^2$.

For quantum-oscillation analysis, this means that within the single-harmonic Gaussian model a curved Dingle plot carries enough information to correct its own slope.

The Gaussian shape matters for that correction. The same factorisation applied to a Lorentzian spread of half-width $\gamma$, which the file does not treat, uses $\varphi(t)=e^{-\gamma|t|}$. For $x>0$ the envelope is then $e^{-(D+2\pi\gamma)x}$: the plot is straight, yet its slope still overestimates $D$, by $2\pi\gamma$. A straight plot is therefore not by itself proof of a homogeneous sample: the inference holds within the Gaussian model and fails for a Lorentzian spread.
